# The symmetric nearest-neighbour walk on a ring of $n$ sites has a spectral gap of order $1/n^2$

A walker on a ring of $n\ge 2$ sites steps to either neighbour with probability $1/2$. The complex eigenvalues of its one-step operator are exactly $\cos(2\pi k/n)$ for $k=0,\dots,n-1$. The gap between the eigenvalue $1$ and the next largest one is $1-\cos(2\pi/n)$, and

$$\frac{8}{n^2}\;\le\;1-\cos\frac{2\pi}{n}\;\le\;\frac{2\pi^2}{n^2}.$$

This is a free, one-particle model of diffusive slowing down in Monte Carlo sampling: with these symmetric one-site moves on a large ring, the longest density wave needs a number of steps of order $n^2$ to decay by a fixed factor. (The one-step matrix is symmetric, so densities and observables evolve by the same operator.) For $n\ge3$ the same operator, up to a shift and a scale, is the nearest-neighbour Hückel Hamiltonian of a non-interacting electron on a ring with equal site energies and equal couplings.

In Lean 4 with Mathlib:

```lean
import Mathlib

open scoped Real

namespace RingWalk

noncomputable section
```

## The walk as an operator on observables

Let $f$ assign a complex number to each site. Its expected value after one step from $x$ is

$$(Wf)(x)=\tfrac12\big(f(x+1)+f(x-1)\big).$$

The sites are the elements of `ZMod n`, so addition wraps round the ring by itself. The type `Module.End ℂ (ZMod n → ℂ)` says that $W$ is a linear operator on complex functions of the sites. The probabilities enter only through the factor $1/2$; no random trajectories are defined. For $n=2$ the two neighbours coincide and the walker hops with certainty.

```lean
/-- One step of the symmetric walk on a ring of `n` sites, acting on observables:
the new value at `x` is the mean of the values at the two neighbours. -/
def walk (n : ℕ) : Module.End ℂ (ZMod n → ℂ) where
  toFun f x := (f (x + 1) + f (x - 1)) / 2
  map_add' f g := by
    ext x
    simp only [Pi.add_apply]
    ring
  map_smul' c f := by
    ext x
    simp only [Pi.smul_apply, smul_eq_mul, RingHom.id_apply]
    ring
```

A wave with $k$ periods round the ring gains the phase $z_k=e^{2\pi i k/n}$ per site.

```lean
/-- The phase gained per site by the wave with `k` periods around the ring. -/
def phase (n k : ℕ) : ℂ := Complex.exp (((2 * π * k / n : ℝ) : ℂ) * Complex.I)
```

The wave itself is $e_k(x)=z_k^{\,x}$, with $x$ represented by an integer from $0$ to $n-1$, which is `x.val`. It has modulus one at every site and hence norm $\sqrt n$; the normalised wave is $e_k/\sqrt n$, with the same eigenvalue.

```lean
/-- The plane wave with `k` periods around the ring. -/
def planeWave (n k : ℕ) : ZMod n → ℂ := fun x => phase n k ^ x.val
```

The gap is one minus the largest real eigenvalue different from $1$. The definition writes "largest" as a supremum, which is shown below to be attained when $n\ge2$. At $n=1$ the only eigenvalue is $1$, and there is no gap to speak of.

```lean
/-- One minus the supremum of the set of real eigenvalues different from 1. -/
def spectralGap (n : ℕ) : ℝ :=
  1 - sSup {r : ℝ | (walk n).HasEigenvalue (r : ℂ) ∧ r ≠ 1}
```

The formula for $W$ holds by definition and is recorded for rewriting.

```lean
/-- The walk replaces an observable by its average over the two neighbours. -/
theorem walk_apply (n : ℕ) (f : ZMod n → ℂ) (x : ZMod n) :
    walk n f x = (f (x + 1) + f (x - 1)) / 2 := rfl
```

## Plane waves are eigenfunctions

Suppose a function $h$ satisfies $h(x+1)=w\,h(x)$ at every site. Applying this $m$ times gives $h(x+m)=w^m h(x)$. The proof is induction on $m$.

```lean
/-- A function multiplied by `w` under translation by one site is multiplied by `w ^ m`
under translation by `m` sites. -/
theorem shift_iterate {n : ℕ} {h : ZMod n → ℂ} {w : ℂ}
    (hw : ∀ x, h (x + 1) = w * h x) (x : ZMod n) (m : ℕ) :
    h (x + m) = w ^ m * h x := by
  induction m with
  | zero => simp
  | succ m ih =>
    rw [Nat.cast_succ, ← add_assoc, hw, ih, pow_succ]
    ring
```

With $\theta=2\pi k/n$, Euler's formula gives

$$\tfrac12\big(z_k+z_k^{-1}\big)=\tfrac12\big(e^{i\theta}+e^{-i\theta}\big)=\cos\theta .$$

```lean
/-- The mean of the forward and backward phases is the cosine of the phase angle. -/
theorem phase_mean (n k : ℕ) :
    (phase n k + (phase n k)⁻¹) / 2 = (Real.cos (2 * π * k / n) : ℂ) := by
  have h := Complex.two_cos ((2 * π * k / n : ℝ) : ℂ)
  rw [neg_mul] at h
  rw [Complex.ofReal_cos, phase, ← Complex.exp_neg]
  linear_combination (-1 / 2) * h
```

Since $z_k^n=e^{2\pi i k}=1$, the wave closes on itself between site $n-1$ and site $0$. Therefore $e_k(x+1)=z_k e_k(x)$ and $e_k(x-1)=z_k^{-1}e_k(x)$ everywhere, and

$$We_k=\tfrac12\big(z_k+z_k^{-1}\big)e_k=\cos\!\Big(\frac{2\pi k}{n}\Big)e_k .$$

In the code `hz` is the closure condition, `key` uses it to reduce exponents modulo $n$, and `step` and `hback` are the two translation rules. The assumption `NeZero n` excludes $n=0$, for which `ZMod n` would be the infinite chain of integers.

```lean
/-- Each plane wave is multiplied by `cos (2πk/n)` in one step of the walk. -/
theorem walk_planeWave (n k : ℕ) [NeZero n] :
    walk n (planeWave n k) = (Real.cos (2 * π * k / n) : ℂ) • planeWave n k := by
  have hn : (n : ℂ) ≠ 0 := Nat.cast_ne_zero.mpr (NeZero.ne n)
  have hz0 : phase n k ≠ 0 := Complex.exp_ne_zero _
  -- the wave closes on itself after one turn
  have hz : phase n k ^ n = 1 := by
    rw [phase, ← Complex.exp_nat_mul, Complex.exp_eq_one_iff]
    refine ⟨(k : ℤ), ?_⟩
    push_cast
    field_simp
  have key : ∀ m : ℕ, phase n k ^ (m % n) = phase n k ^ m := by
    intro m
    conv_rhs => rw [← Nat.mod_add_div m n, pow_add, pow_mul, hz, one_pow, mul_one]
  have step : ∀ x, planeWave n k (x + 1) = phase n k * planeWave n k x := by
    intro x
    have hx : x + 1 = ((x.val + 1 : ℕ) : ZMod n) := by
      rw [Nat.cast_add, ZMod.natCast_zmod_val, Nat.cast_one]
    have hv : (x + 1).val = (x.val + 1) % n := by
      rw [hx, ZMod.val_natCast]
    simp only [planeWave]
    rw [hv, key, pow_succ, mul_comm]
  ext x
  have hback : planeWave n k (x - 1) = (phase n k)⁻¹ * planeWave n k x := by
    have h := step (x - 1)
    rw [sub_add_cancel] at h
    rw [h, inv_mul_cancel_left₀ hz0]
  rw [walk_apply, step, hback, Pi.smul_apply, smul_eq_mul, ← phase_mean]
  ring
```

## There are no other eigenvalues

Let $Wf=\mu f$ with $f\neq0$. Read at site $x+1$, this is the recurrence

$$f(x+2)=2\mu f(x+1)-f(x).$$

Choose a complex $s$ with $s^2=\mu^2-1$. Then $\mu+s$ and $\mu-s$ have sum $2\mu$ and product $1$. There are two cases.

- If $f(x+1)=(\mu+s)f(x)$ at every site, then $f$ is a nonzero function multiplied by $u=\mu+s$ under translation.
- Otherwise $g(x)=f(x+1)-(\mu+s)f(x)$ is not identically zero, and the recurrence gives
$$g(x+1)=(\mu-s)f(x+1)-f(x)=(\mu-s)\,g(x),$$
so $g$ is multiplied by $u=\mu-s$.

In both cases a full turn returns to the same site, which forces $u^n=1$. Hence $u=z_k$ for some $k<n$, the other factor is $z_k^{-1}$, and $\mu=\tfrac12(z_k+z_k^{-1})=\cos(2\pi k/n)$. The double root $s=0$ needs no separate treatment.

In the code `hrec` is the recurrence, `root` is the full-turn argument, and `huv` collects the two cases. The reverse direction of the equivalence uses the plane waves, which are nonzero.

```lean
/-- The complex eigenvalues of the walk are exactly the numbers `cos (2πk/n)`,
`k = 0, …, n - 1`. -/
theorem hasEigenvalue_iff (n : ℕ) [NeZero n] (μ : ℂ) :
    (walk n).HasEigenvalue μ ↔ ∃ k < n, μ = (Real.cos (2 * π * k / n) : ℂ) := by
  constructor
  · intro h
    obtain ⟨f, hf⟩ := h.exists_hasEigenvector
    have hrec : ∀ x, f (x + 1 + 1) = 2 * μ * f (x + 1) - f x := by
      intro x
      have h1 := congrFun hf.apply_eq_smul (x + 1)
      rw [walk_apply, Pi.smul_apply, smul_eq_mul, add_sub_cancel_right] at h1
      linear_combination 2 * h1
    have root : ∀ (g : ZMod n → ℂ) (w : ℂ), (∀ x, g (x + 1) = w * g x) →
        (∃ x, g x ≠ 0) → w ^ n = 1 := by
      rintro g w hw ⟨x, hx⟩
      have h1 := shift_iterate hw x n
      rw [ZMod.natCast_self, add_zero] at h1
      exact mul_right_cancel₀ hx (by rw [one_mul]; exact h1.symm)
    -- factor the recurrence: `2μ = (μ + s) + (μ - s)` with product one
    obtain ⟨s, hs⟩ := IsAlgClosed.exists_pow_nat_eq (μ ^ 2 - 1) (n := 2) (by norm_num)
    have huv : ∃ u v : ℂ, u ^ n = 1 ∧ u * v = 1 ∧ u + v = 2 * μ := by
      by_cases hg : ∀ x, f (x + 1) = (μ + s) * f x
      · exact ⟨μ + s, μ - s, root f _ hg (Function.ne_iff.mp hf.2),
          by linear_combination -hs, by ring⟩
      · push Not at hg
        obtain ⟨y, hy⟩ := hg
        refine ⟨μ - s, μ + s, root (fun x => f (x + 1) - (μ + s) * f x) _ ?_
          ⟨y, sub_ne_zero.mpr hy⟩, by linear_combination -hs, by ring⟩
        intro x
        linear_combination hrec x - f x * hs
    obtain ⟨u, v, hu, hmul, hadd⟩ := huv
    obtain ⟨k, hk, hku⟩ :=
      (Complex.isPrimitiveRoot_exp n (NeZero.ne n)).eq_pow_of_pow_eq_one hu
    have hp : phase n k = u := by
      rw [← hku, phase, ← Complex.exp_nat_mul]
      congr 1
      push_cast
      ring
    refine ⟨k, hk, ?_⟩
    rw [← phase_mean, hp, inv_eq_of_mul_eq_one_right hmul, hadd]
    ring
  · rintro ⟨k, -, rfl⟩
    refine Module.End.hasEigenvalue_of_hasEigenvector (x := planeWave n k)
      ⟨Module.End.mem_eigenspace_iff.mpr (walk_planeWave n k), ?_⟩
    intro h0
    exact pow_ne_zero _ (Complex.exp_ne_zero _) (congrFun h0 0)
```

The proof turns on Mathlib's `IsPrimitiveRoot`. A primitive $n$-th root of unity $\zeta$ satisfies $\zeta^n=1$, and $\zeta^m=1$ only when $n$ divides $m$. Its powers $1,\zeta,\dots,\zeta^{n-1}$ are then $n$ distinct roots of $X^n-1$, a polynomial with at most $n$ roots in a field, so they are all of them. `Complex.isPrimitiveRoot_exp` supplies $\zeta=e^{2\pi i/n}$, and `eq_pow_of_pow_eq_one` converts the bare equation $u^n=1$ into an integer $k<n$ with $\zeta^k=u$. This is where an algebraic condition becomes a finite list of wave numbers.

The theorem describes the set of eigenvalues, without multiplicities; $k$ and $n-k$ give the same cosine.

## Only constants are stationary

If $Wf=f$, the slope $d(x)=f(x+1)-f(x)$ satisfies $d(x+1)=d(x)$. Hence $f(m)=f(0)+m\,d(0)$. Setting $m=n$ returns to site $0$, so $n\,d(0)=0$ and $f$ is constant. Conversely, averaging leaves a constant unchanged. Leaving out the eigenvalue $1$ in the gap therefore discards only the constant mode.

The constancy of the slope is the translation rule with $w=1$, so `shift_iterate` applies again.

```lean
/-- An observable is unchanged by the walk exactly when it is constant on the ring. -/
theorem stationary_iff (n : ℕ) [NeZero n] (f : ZMod n → ℂ) :
    walk n f = f ↔ ∃ c, f = fun _ => c := by
  constructor
  · intro h
    -- the discrete slope is the same everywhere
    have hd : ∀ x, f (x + 1 + 1) - f (x + 1) = 1 * (f (x + 1) - f x) := by
      intro x
      have h1 := congrFun h (x + 1)
      rw [walk_apply, add_sub_cancel_right] at h1
      linear_combination 2 * h1
    have hlin : ∀ m : ℕ, f (m : ZMod n) = f 0 + m * (f (0 + 1) - f 0) := by
      intro m
      induction m with
      | zero => simp
      | succ m ih =>
        have h2 := shift_iterate (h := fun x => f (x + 1) - f x) hd 0 m
        simp only [zero_add, one_pow, one_mul] at h2 ih ⊢
        push_cast
        linear_combination h2 + ih
    -- a full turn forces the slope to vanish
    have h0 := hlin n
    rw [ZMod.natCast_self] at h0
    have hs : f (0 + 1) - f 0 = 0 := by
      have h3 : (n : ℂ) * (f (0 + 1) - f 0) = 0 := by linear_combination -h0
      exact (mul_eq_zero.mp h3).resolve_left (Nat.cast_ne_zero.mpr (NeZero.ne n))
    refine ⟨f 0, funext fun x => ?_⟩
    have hx := hlin x.val
    rw [ZMod.natCast_zmod_val, hs, mul_zero, add_zero] at hx
    exact hx
  · rintro ⟨c, rfl⟩
    ext x
    rw [walk_apply]
    ring
```

## The size of the gap

For the upper bound, put $\theta=2\pi/n$ in $1-\cos\theta\le\theta^2/2$. For the lower bound, use $\sin y\ge 2y/\pi$ on $[0,\pi/2]$ with $y=\pi/n$, which lies in that interval because $n\ge2$:

$$1-\cos\frac{2\pi}{n}=2\sin^2\frac{\pi}{n}\;\ge\;2\Big(\frac2n\Big)^2=\frac{8}{n^2}.$$

```lean
/-- For `n ≥ 2`, the number `1 - cos (2π/n)` lies between `8/n²` and `2π²/n²`. -/
theorem gap_bounds (n : ℕ) (hn : 2 ≤ n) :
    8 / (n : ℝ) ^ 2 ≤ 1 - Real.cos (2 * π / n) ∧
      1 - Real.cos (2 * π / n) ≤ 2 * π ^ 2 / (n : ℝ) ^ 2 := by
  have hn2 : (2 : ℝ) ≤ n := by exact_mod_cast hn
  have hn0 : (0 : ℝ) < n := by linarith
  constructor
  · have h1 : 2 / π * (π / n) ≤ Real.sin (π / n) :=
      Real.mul_le_sin (by positivity)
        (div_le_div_of_nonneg_left Real.pi_pos.le (by norm_num) hn2)
    have h2 : 2 / π * (π / n) = 2 / (n : ℝ) := by
      have := Real.pi_ne_zero
      field_simp
    rw [h2] at h1
    have h3 : (2 / (n : ℝ)) ^ 2 ≤ Real.sin (π / n) ^ 2 :=
      pow_le_pow_left₀ (by positivity) h1 2
    have h4 : 8 / (n : ℝ) ^ 2 = 2 * (2 / (n : ℝ)) ^ 2 := by ring
    have h5 : 2 * π / n = 2 * (π / n) := by ring
    rw [h4, h5, Real.cos_two_mul]
    linarith [Real.sin_sq_add_cos_sq (π / n)]
  · have h1 := Real.one_sub_sq_div_two_le_cos (x := 2 * π / n)
    have h2 : (2 * π / n) ^ 2 / 2 = 2 * π ^ 2 / (n : ℝ) ^ 2 := by ring
    linarith
```

It remains to see that $\cos(2\pi/n)$ is the largest eigenvalue other than $1$. It differs from $1$ by the lower bound just proved. Any other candidate has $1\le k\le n-1$, since $k=0$ gives $1$, and its angle $2\pi k/n$ lies between $2\pi/n$ and $2\pi-2\pi/n$. If the angle is at most $\pi$, the cosine is no larger than $\cos(2\pi/n)$ because it decreases on $[0,\pi]$. If it is at least $\pi$, replace it by $2\pi$ minus itself, which keeps the cosine and brings the angle back into that range.

`IsGreatest` states both halves: the number belongs to the set, and nothing in the set exceeds it.

```lean
/-- For `n ≥ 2`, the largest real eigenvalue different from 1 is `cos (2π/n)`. -/
theorem second_eigenvalue (n : ℕ) (hn : 2 ≤ n) :
    IsGreatest {r : ℝ | (walk n).HasEigenvalue (r : ℂ) ∧ r ≠ 1}
      (Real.cos (2 * π / n)) := by
  have : NeZero n := ⟨by omega⟩
  have hn0 : (0 : ℝ) < n := by exact_mod_cast (by omega : 0 < n)
  refine ⟨⟨(hasEigenvalue_iff n _).2 ⟨1, by omega, by simp⟩, ?_⟩, ?_⟩
  · have h1 := (gap_bounds n hn).1
    have h2 : 0 < 8 / (n : ℝ) ^ 2 := by positivity
    intro h
    linarith
  · rintro r ⟨hr, hr1⟩
    obtain ⟨k, hk, h⟩ := (hasEigenvalue_iff n _).1 hr
    have h' : r = Real.cos (2 * π * k / n) := Complex.ofReal_injective h
    have hk0 : k ≠ 0 := by
      rintro rfl
      exact hr1 (by rw [h']; simp)
    have hk1 : (1 : ℝ) ≤ k := by exact_mod_cast Nat.one_le_iff_ne_zero.mpr hk0
    have hk2 : (k : ℝ) + 1 ≤ n := by exact_mod_cast hk
    have ha : 0 ≤ 2 * π / n := by positivity
    have han : 2 * π / n * n = 2 * π := div_mul_cancel₀ _ hn0.ne'
    have e : 2 * π * k / n = 2 * π / n * k := by ring
    have l1 := mul_le_mul_of_nonneg_left hk1 ha
    have l2 := mul_le_mul_of_nonneg_left hk2 ha
    rw [h', e]
    -- reflect angles beyond `π` back into `[0, π]`
    rcases le_total (2 * π / n * k) π with hp | hp
    · exact Real.cos_le_cos_of_nonneg_of_le_pi ha hp (by linarith)
    · rw [← Real.cos_two_pi_sub (2 * π / n * k)]
      exact Real.cos_le_cos_of_nonneg_of_le_pi ha (by linarith) (by linarith)
```

## Decay of the longest wave

Applying $W$ repeatedly gives $W^t e_1=\cos^t(2\pi/n)\,e_1$. Bernoulli's inequality $(1+a)^t\ge1+ta$, valid for $a\ge-2$, with $a=\cos(2\pi/n)-1$ gives

$$\cos^t\frac{2\pi}{n}\;\ge\;1-t\Big(1-\cos\frac{2\pi}{n}\Big)\;\ge\;1-\frac{2\pi^2t}{n^2}.$$

For the factor to fall to $1-\varepsilon$, with $\varepsilon>0$, at least $\varepsilon n^2/(2\pi^2)$ steps are needed. The bound says something about slowness when $n$ is large; at $n=4$ the wave vanishes in a single step.

```lean
/-- After `t` steps the longest wave is multiplied by `cos (2π/n) ^ t`, and for `n ≥ 2`
this factor is at least `1 - 2π²t/n²`. -/
theorem slow_mode (n : ℕ) (hn : 2 ≤ n) (t : ℕ) :
    (walk n ^ t) (planeWave n 1) = (Real.cos (2 * π / n) : ℂ) ^ t • planeWave n 1 ∧
      1 - t * (2 * π ^ 2 / (n : ℝ) ^ 2) ≤ Real.cos (2 * π / n) ^ t := by
  have : NeZero n := ⟨by omega⟩
  constructor
  · have h := walk_planeWave n 1
    rw [Nat.cast_one, mul_one] at h
    induction t with
    | zero => simp
    | succ t ih =>
      rw [pow_succ, Module.End.mul_apply, h, map_smul, ih, smul_smul, ← pow_succ']
  · -- Bernoulli's inequality turns the gap bound into a bound on the decay
    have h1 := one_add_mul_le_pow (a := Real.cos (2 * π / n) - 1)
      (by linarith [Real.neg_one_le_cos (2 * π / n)]) t
    rw [add_sub_cancel] at h1
    have h2 := mul_le_mul_of_nonneg_left (gap_bounds n hn).2 (Nat.cast_nonneg (α := ℝ) t)
    linarith
```

## Spectrum and gap together

The final theorem has four parts for every $n\ge2$: the list of eigenvalues, the value of `spectralGap n`, and its two bounds. The supremum in the definition is replaced by the greatest element found above.

```lean
/-- On a ring of `n ≥ 2` sites the complex eigenvalues of the walk are exactly `cos (2πk/n)`, `k =
0, …, n - 1`, and its spectral gap is `1 - cos (2π/n)`, between `8/n²` and `2π²/n²`. -/
theorem diffusive_slowing_down (n : ℕ) (hn : 2 ≤ n) :
    (∀ μ : ℂ, (walk n).HasEigenvalue μ ↔
      ∃ k < n, μ = (Real.cos (2 * π * k / n) : ℂ)) ∧
    spectralGap n = 1 - Real.cos (2 * π / n) ∧
    8 / (n : ℝ) ^ 2 ≤ spectralGap n ∧
    spectralGap n ≤ 2 * π ^ 2 / (n : ℝ) ^ 2 := by
  have : NeZero n := ⟨by omega⟩
  have hgap : spectralGap n = 1 - Real.cos (2 * π / n) := by
    rw [spectralGap, (second_eigenvalue n hn).csSup_eq]
  refine ⟨hasEigenvalue_iff n, hgap, ?_, ?_⟩
  · rw [hgap]
    exact (gap_bounds n hn).1
  · rw [hgap]
    exact (gap_bounds n hn).2

end

end RingWalk
```

```lean
#print axioms RingWalk.stationary_iff
#print axioms RingWalk.slow_mode
#print axioms RingWalk.diffusive_slowing_down
```

```
'RingWalk.stationary_iff' depends on axioms: [propext, Classical.choice, Quot.sound]
'RingWalk.slow_mode' depends on axioms: [propext, Classical.choice, Quot.sound]
'RingWalk.diffusive_slowing_down' depends on axioms: [propext, Classical.choice, Quot.sound]
```

## Negative eigenvalues and convergence

The gap used here looks only at the upper end of the spectrum. For even $n$ the choice $k=n/2$ gives the eigenvalue $-1$: the walker alternates between even and odd sites, and its distribution does not settle down from a fixed starting site. For odd $n\ge3$ the eigenvalue of largest modulus below $1$ is $-\cos(\pi/n)$, and it sets the asymptotic rate of convergence. These remarks on convergence go further than the theorems, which contain no mixing-time estimate.
